# Removing one particle from a Slater determinant of two or more orbitals gives a single determinant or zero

Take a fermion out of a $k$-particle Slater determinant with an annihilator that acts on a superposition of modes. Moving the annihilator to the right through the creators gives a sum of $k$ determinants, each missing a different orbital. A second removal, done term by term, gives $k(k-1)$ terms, and the description of the state by one list of occupied orbitals seems lost.

It is not lost. For $k\ge 2$ orbitals over a vacuum, the sum equals one determinant of $k-1$ orbitals, or zero. In simulations of non-interacting fermions on finitely many modes, the state after such a removal can therefore still be stored as a list of coefficient vectors.

## Modes, orbitals and determinants

The modes are labelled by a finite type `ι`, and the states live in a complex vector space `V` of any dimension.

```lean
import Mathlib

open Matrix

namespace RemoveFromDeterminant

noncomputable section

variable {ι V : Type*} [Fintype ι] [AddCommGroup V] [Module ℂ V]
```

Write $a_p$ for the annihilator of mode $p$ and $c_p$ for its creator, usually written $a_p^\dagger$. They satisfy

$$a_pa_q+a_qa_p=0,\qquad c_pc_q+c_qc_p=0,\qquad a_pc_q+c_qa_p=\delta_{pq}.$$

These relations are assumed as the definition of fermionic modes; they encode antisymmetry under exchange and, when $c_p=a_p^\dagger$, an orthonormal set of modes. `V` carries no inner product, so $c_p$ need not be the adjoint of $a_p$.

```lean
/-- The canonical anticommutation relations for annihilators `a p` and creators `c p`. -/
structure IsCAR {ι V : Type*} [DecidableEq ι] [AddCommGroup V] [Module ℂ V]
    (a c : ι → Module.End ℂ V) : Prop where
  ann_ann : ∀ p q, a p * a q + a q * a p = 0
  cre_cre : ∀ p q, c p * c q + c q * c p = 0
  ann_cre : ∀ p q, a p * c q + c q * a p = if p = q then 1 else 0
```

An orbital $f$ is any coefficient vector with components $f(p)$, normalised or not. It has the creator $c(f)=\sum_p f(p)\,c_p$. The removal operator is $a(z)=\sum_p z(p)\,a_p$, with no complex conjugation. To remove a particle in the orbital $\varphi$, set $z(p)=\overline{\varphi(p)}$.

```lean
/-- The operator `b(f) = ∑ p, f p • b p` belonging to the coefficient vector `f`. -/
def smear (b : ι → Module.End ℂ V) (f : ι → ℂ) : Module.End ℂ V := ∑ p, f p • b p
```

For a list $L=(f_1,\dots,f_k)$ and a vector $v$, let

$$D(L)=c(f_1)\cdots c(f_k)\,v .$$

This is `orbProd c v L`; the head of the list is the leftmost creator, and the empty list gives $v$. "Determinant" here means any such vector, including zero.

```lean
/-- The vector `b(f₁) ⋯ b(fₖ) v` for a list of orbitals; with creators `b` and a vacuum `v`
it is a Slater determinant. -/
def orbProd (b : ι → Module.End ℂ V) (v : V) (L : List (ι → ℂ)) : V :=
  L.foldr (fun f w => smear b f w) v
```

The pairing $z\cdot f=\sum_p z(p)f(p)$ is `z ⬝ᵥ f`. For $z=\overline{\varphi}$ it is the overlap $\langle\varphi|f\rangle$. When $z\cdot f\neq0$, any orbital $g$ can be freed of its overlap by subtracting a multiple of $f$:

$$g'=g-\frac{z\cdot g}{z\cdot f}\,f,\qquad z\cdot g'=z\cdot g-z\cdot g=0 .$$

```lean
/-- The orbital `g` with a multiple of `f` subtracted so that its pairing with `z` vanishes;
meant for `z ⬝ᵥ f ≠ 0`. -/
def deflate (z f g : ι → ℂ) : ι → ℂ := g - ((z ⬝ᵥ g) / (z ⬝ᵥ f)) • f
```

## Moving the annihilator past one creator

For any two families of operators $b_p$ and $d_q$, expanding both products gives

$$b(f)d(g)+d(g)b(f)=\sum_{p,q}f(p)g(q)\,(b_pd_q+d_qb_p).$$

The proof exchanges the order of summation in the second product and compares the sums term by term.

```lean
/-- The anticommutator of two smeared operators is the double sum of the anticommutators of their
components, weighted by `f p * g q`. -/
theorem smear_anticomm (b d : ι → Module.End ℂ V) (f g : ι → ℂ) :
    smear b f * smear d g + smear d g * smear b f
      = ∑ p, ∑ q, (f p * g q) • (b p * d q + d q * b p) := by
  have h2 : (∑ q, g q • d q) * (∑ p, f p • b p)
      = ∑ p, ∑ q, (g q • d q) * (f p • b p) := by
    rw [Finset.sum_mul_sum, Finset.sum_comm]
  simp only [smear]
  rw [h2, Finset.sum_mul_sum, ← Finset.sum_add_distrib]
  refine Finset.sum_congr rfl fun p _ => ?_
  rw [← Finset.sum_add_distrib]
  refine Finset.sum_congr rfl fun q _ => ?_
  rw [smul_mul_smul_comm, smul_mul_smul_comm, mul_comm (g q) (f p), smul_add]
```

With $b=a$ and $d=c$, the Kronecker delta collapses the double sum to $a(z)c(f)+c(f)a(z)=z\cdot f$. Applied to $D(L)$, this reads

$$a(z)\,c(f)D(L)=(z\cdot f)\,D(L)-c(f)\,a(z)D(L).$$

In Lean, `f :: L` is the list $L$ with $f$ put in front. This step does not need $v$ to be a vacuum.

```lean
variable [DecidableEq ι] {a c : ι → Module.End ℂ V} {v : V}

/-- Moving `a(z)` past the first creator of a determinant gives the pairing `z ⬝ᵥ f` times
the rest, minus the term in which `a(z)` acts on the rest. -/
theorem ann_cons (h : IsCAR a c) (z f : ι → ℂ) (L : List (ι → ℂ)) :
    smear a z (orbProd c v (f :: L))
      = (z ⬝ᵥ f) • orbProd c v L - smear c f (smear a z (orbProd c v L)) := by
  have e : smear a z * smear c f + smear c f * smear a z
      = (z ⬝ᵥ f) • (1 : Module.End ℂ V) := by
    rw [smear_anticomm]
    simp only [h.ann_cre, smul_ite, smul_zero, Finset.sum_ite_eq, Finset.mem_univ, if_true,
      dotProduct, Finset.sum_smul]
  have e' := LinearMap.congr_fun e (orbProd c v L)
  simp only [LinearMap.add_apply, Module.End.mul_apply, LinearMap.smul_apply,
    Module.End.one_apply] at e'
  exact eq_sub_of_add_eq e'
```

Now let $a_pv=0$ for every $p$. If $f$ and all orbitals in $L$ have zero pairing with $z$, both terms on the right vanish: the first by assumption, the second by induction on the length of the list. The induction ends at $a(z)v=0$. Physically, an orbital orthogonal to the whole occupied space holds no particle to remove.

```lean
/-- If every occupied orbital has zero pairing with `z`, and `v` is a vacuum, then `a(z)`
annihilates the determinant. -/
theorem ann_eq_zero (h : IsCAR a c) (hv : ∀ p, a p v = 0) (z : ι → ℂ) (L : List (ι → ℂ))
    (hL : ∀ g ∈ L, z ⬝ᵥ g = 0) : smear a z (orbProd c v L) = 0 := by
  induction L with
  | nil => simp [orbProd, smear, LinearMap.sum_apply, hv]
  | cons f L ih =>
    rw [ann_cons h, hL f (by simp), ih (fun g hg => hL g (List.mem_cons_of_mem _ hg)),
      zero_smul, map_zero, sub_zero]
```

## Changing orbitals without changing the state

Setting $g=f$ in $c(f)c(g)+c(g)c(f)=0$ gives $2c(f)^2=0$, hence $c(f)^2=0$, the Pauli principle. For any number $t$ and vector $w$,

$$c(f)\,c(g-tf)\,w=c(f)c(g)w-t\,c(f)^2w=c(f)c(g)w .$$

For a longer list, $c(f)$ is moved past $c(g)$, the induction hypothesis is applied to the remaining orbitals, and $c(f)$ is moved back; the two signs cancel. The function `t` lets each orbital have its own multiple. This is the familiar column operation on a determinant.

```lean
/-- A determinant whose first orbital is `f` does not change when multiples of `f` are subtracted
from the other orbitals. -/
theorem orbProd_sub_multiples (h : IsCAR a c) (f : ι → ℂ) (t : (ι → ℂ) → ℂ)
    (L : List (ι → ℂ)) :
    orbProd c v (f :: L.map (fun g => g - t g • f)) = orbProd c v (f :: L) := by
  have anti : ∀ (g k : ι → ℂ) (w : V),
      smear c g (smear c k w) + smear c k (smear c g w) = 0 := by
    intro g k w
    have e : smear c g * smear c k + smear c k * smear c g = 0 := by
      rw [smear_anticomm]
      simp only [h.cre_cre, smul_zero, Finset.sum_const_zero]
    exact LinearMap.congr_fun e w
  -- Pauli principle: the same orbital cannot be filled twice
  have sq : ∀ w : V, smear c f (smear c f w) = 0 := by
    intro w
    have h2 : (2 : ℂ) • smear c f (smear c f w) = 0 := by
      rw [two_smul]
      exact anti f f w
    exact (smul_eq_zero.mp h2).resolve_left two_ne_zero
  induction L with
  | nil => rfl
  | cons g L ih =>
    have lin : smear c (g - t g • f) = smear c g - t g • smear c f := by
      simp only [smear, Pi.sub_apply, Pi.smul_apply, smul_eq_mul, sub_smul, mul_smul,
        Finset.sum_sub_distrib, Finset.smul_sum]
    change smear c f (smear c (g - t g • f) (orbProd c v (L.map fun g => g - t g • f)))
      = smear c f (smear c g (orbProd c v L))
    change smear c f (orbProd c v (L.map fun g => g - t g • f))
      = smear c f (orbProd c v L) at ih
    rw [lin, LinearMap.sub_apply, LinearMap.smul_apply, map_sub, map_smul, sq, smul_zero,
      sub_zero, eq_neg_of_add_eq_zero_left (anti f g _), ih,
      ← eq_neg_of_add_eq_zero_left (anti f g _)]
```

## Dropping one orbital from the list

Suppose $z\cdot f\ne0$, and let $L'$ be $L$ with each $g$ replaced by $g'$. The previous step allows the replacement, and the two before it give

$$a(z)\,c(f)D(L)=a(z)\,c(f)D(L')=(z\cdot f)D(L')-c(f)\underbrace{a(z)D(L')}_{0}=(z\cdot f)D(L').$$

The entry $f$ is thus dropped from the list, the other orbitals are changed to $g'$, and one determinant remains. This does not mean that $f$ is empty afterwards, because the orbitals $g'$ can contain a multiple of $f$. In the proof, `rw [← e, ...]` makes the replacement, and the last line checks $z\cdot g'=0$.

```lean
/-- Pivot formula: if `z ⬝ᵥ f ≠ 0` and `v` is a vacuum, `a(z)` removes the first orbital `f` from
the determinant, deflates the other orbitals and multiplies by `z ⬝ᵥ f`. -/
theorem ann_pivot (h : IsCAR a c) (hv : ∀ p, a p v = 0) (z f : ι → ℂ) (hf : z ⬝ᵥ f ≠ 0)
    (L : List (ι → ℂ)) :
    smear a z (orbProd c v (f :: L)) = (z ⬝ᵥ f) • orbProd c v (L.map (deflate z f)) := by
  have e : orbProd c v (f :: L.map (deflate z f)) = orbProd c v (f :: L) :=
    orbProd_sub_multiples h f (fun g => (z ⬝ᵥ g) / (z ⬝ᵥ f)) L
  rw [← e, ann_cons h, ann_eq_zero h hv, map_zero, sub_zero]
  intro g hg
  obtain ⟨k, -, rfl⟩ := List.mem_map.mp hg
  rw [deflate, dotProduct_sub, dotProduct_smul, smul_eq_mul, div_mul_cancel₀ _ hf, sub_self]
```

The first orbital may have $z\cdot f=0$, so the general case goes by induction on the list.

- If $f$ is the only orbital, then $a(z)c(f)v=(z\cdot f)v$.
- If $z\cdot f=0$ and more orbitals follow, then $a(z)c(f)D(L)=-c(f)\,a(z)D(L)$. By induction $a(z)D(L)=s\,D(H)$ for a number $s$ and a shorter list $H$, so the result is $-s\,c(f)D(H)$. The orbital $f$ stays occupied.
- If $z\cdot f\neq0$, the formula just derived applies.

In each case the remaining orbitals are combinations of the old ones and have zero pairing with $z$. The `by_cases` line separates the last two cases.

```lean
/-- Removing a particle from a determinant of at least one orbital over a vacuum gives a number
times a determinant with one orbital fewer, whose orbitals lie in the old occupied space and
have zero pairing with `z`. -/
theorem ann_eq_smul (h : IsCAR a c) (hv : ∀ p, a p v = 0) (z f : ι → ℂ)
    (L : List (ι → ℂ)) :
    ∃ (s : ℂ) (H : List (ι → ℂ)), H.length = L.length ∧
      (∀ g ∈ H, z ⬝ᵥ g = 0 ∧ g ∈ Submodule.span ℂ {x | x ∈ f :: L}) ∧
      smear a z (orbProd c v (f :: L)) = s • orbProd c v H := by
  induction L generalizing f with
  | nil =>
    refine ⟨z ⬝ᵥ f, [], rfl, by simp, ?_⟩
    rw [ann_cons h, ann_eq_zero h hv z [] (by simp), map_zero, sub_zero]
  | cons g L ih =>
    by_cases h0 : z ⬝ᵥ f = 0
    · -- `f` stays occupied, the particle is taken from the rest
      obtain ⟨s, H, hl, hH, e⟩ := ih g
      refine ⟨-s, f :: H, by simp [hl], ?_, ?_⟩
      · intro k hk
        rcases List.mem_cons.mp hk with rfl | hk
        · exact ⟨h0, Submodule.subset_span (by simp)⟩
        · exact ⟨(hH k hk).1, Submodule.span_mono
            (fun x hx => List.mem_cons_of_mem _ hx) (hH k hk).2⟩
      · rw [ann_cons h, h0, zero_smul, zero_sub, e, map_smul, neg_smul]
        rfl
    · -- `f` is the pivot
      refine ⟨z ⬝ᵥ f, (g :: L).map (deflate z f), by simp, ?_, ann_pivot h hv z f h0 _⟩
      intro k hk
      obtain ⟨y, hy, rfl⟩ := List.mem_map.mp hk
      refine ⟨?_, Submodule.sub_mem _ (Submodule.subset_span (List.mem_cons_of_mem _ hy))
        (Submodule.smul_mem _ _ (Submodule.subset_span (by simp)))⟩
      rw [deflate, dotProduct_sub, dotProduct_smul, smul_eq_mul, div_mul_cancel₀ _ h0,
        sub_self]
```

## Absorbing the number into an orbital

When $k\ge2$, the list $H$ contains at least one orbital $g$. Writing $H=(g,H_1)$, with $H_1$ the rest of the list, linearity gives

$$s\,c(g)D(H_1)=c(sg)D(H_1),$$

and $sg$ still lies in the old span and has zero pairing with $z$.

In words, `ann_determinant` says: given the anticommutation relations, a vector $v$ killed by all annihilators, any $z$, and a list `L` of at least two orbitals, there is a list `H` with one orbital fewer such that $a(z)D(L)=D(H)$. Every member of `H` lies in the span of `L` and has zero pairing with $z$. The orbitals in `L` may be linearly dependent, and $v$ may be zero; the equation then still holds.

```lean
/-- Removing a particle from a determinant of `k ≥ 2` orbitals over a vacuum gives a single
determinant of `k - 1` orbitals, which can be chosen in the old occupied space and with zero
pairing with `z`. -/
theorem ann_determinant (h : IsCAR a c) (hv : ∀ p, a p v = 0) (z : ι → ℂ)
    (L : List (ι → ℂ)) (hk : 2 ≤ L.length) :
    ∃ H : List (ι → ℂ), H.length + 1 = L.length ∧
      (∀ g ∈ H, z ⬝ᵥ g = 0 ∧ g ∈ Submodule.span ℂ {x | x ∈ L}) ∧
      smear a z (orbProd c v L) = orbProd c v H := by
  cases L with
  | nil => simp at hk
  | cons f L =>
    obtain ⟨s, H, hl, hH, e⟩ := ann_eq_smul h hv z f L
    cases H with
    | nil =>
      simp only [List.length_cons, List.length_nil] at hk hl
      omega
    | cons g H =>
      -- the number `s` is absorbed into the first orbital
      refine ⟨(s • g) :: H, by simpa using hl, ?_, ?_⟩
      · intro k hk'
        rcases List.mem_cons.mp hk' with rfl | hk'
        · have hg := hH g (by simp)
          exact ⟨by rw [dotProduct_smul, hg.1, smul_zero], Submodule.smul_mem _ _ hg.2⟩
        · exact hH k (List.mem_cons_of_mem _ hk')
      · have lin : smear c (s • g) = s • smear c g := by
          simp only [smear, Pi.smul_apply, smul_eq_mul, mul_smul, Finset.smul_sum]
        rw [e]
        change s • smear c g (orbProd c v H) = smear c (s • g) (orbProd c v H)
        rw [lin, LinearMap.smul_apply]
```

For $k=2$ the new orbital can be written down at once:

$$a(z)c(f_1)c(f_2)v=c(h)v,\qquad h=(z\cdot f_1)f_2-(z\cdot f_2)f_1 ,$$

and indeed $z\cdot h=0$.

For $k=1$ the statement fails. If $z\cdot f=2$ and $v\neq0$, then $a(z)c(f)v=2v$, whereas the only determinant of zero orbitals is $v$ itself. There is no orbital left to take up the factor 2.

The determinant obtained is in general not normalised. In a Fock space with $c_p=a_p^\dagger$, a unit vacuum, orthonormal $f_i$ and $z=\overline{\varphi}$, its norm is $\bigl(\sum_i|\langle\varphi|f_i\rangle|^2\bigr)^{1/2}$; dividing by this, when it is nonzero, gives the normalised state.

A real electron system differs from this model in at least two ways: its one-particle space is infinite-dimensional, and, because electrons interact, its state is in general not a single determinant. The theorem says nothing about the error made by truncating to finitely many modes or by using a single determinant.

## Two modes as explicit matrices

A concrete example shows that the assumptions describe something. With modes numbered 0 and 1, take the basis $v,\;c_0v,\;c_1v,\;c_0c_1v$. Then $c_1c_0v=-c_0c_1v$, which is the entry $-1$ in the second matrix.

```lean
/-- Jordan–Wigner creation matrices of two modes. -/
def creMat : Fin 2 → Matrix (Fin 4) (Fin 4) ℂ :=
  ![!![0, 0, 0, 0; 1, 0, 0, 0; 0, 0, 0, 0; 0, 0, 1, 0],
    !![0, 0, 0, 0; 0, 0, 0, 0; 1, 0, 0, 0; 0, -1, 0, 0]]
```

The annihilators are the transposes, which are also the adjoints because the entries are real. The relations that involve creators are checked entry by entry, and transposing the creator relations gives those for two annihilators. The map `Matrix.toLinAlgEquiv'` then turns matrices into linear operators and preserves sums and products. The first basis vector is nonzero and is killed by both annihilators.

```lean
set_option maxHeartbeats 400000 in
/-- The two-mode Jordan–Wigner creation matrices and their transposes satisfy the
anticommutation relations, and the first basis vector is a nonzero vacuum for them. -/
theorem isCAR_witness :
    IsCAR (fun p => Matrix.toLinAlgEquiv' (creMat p)ᵀ)
      (fun p => Matrix.toLinAlgEquiv' (creMat p)) ∧
    (∀ p, Matrix.toLinAlgEquiv' (creMat p)ᵀ ![1, 0, 0, 0] = 0) ∧
    (![1, 0, 0, 0] : Fin 4 → ℂ) ≠ 0 := by
  have hcc : ∀ p q, creMat p * creMat q + creMat q * creMat p = 0 := by
    intro p q
    fin_cases p <;> fin_cases q <;> ext i j <;>
      simp only [Matrix.add_apply, Matrix.mul_apply, Fin.sum_univ_four] <;>
      fin_cases i <;> fin_cases j <;> simp [creMat]
  have hac : ∀ p q, (creMat p)ᵀ * creMat q + creMat q * (creMat p)ᵀ
      = if p = q then 1 else 0 := by
    intro p q
    fin_cases p <;> fin_cases q <;> ext i j <;>
      simp only [Matrix.add_apply, Matrix.mul_apply, Matrix.transpose_apply,
        Fin.sum_univ_four] <;>
      fin_cases i <;> fin_cases j <;> simp [creMat]
  have haa : ∀ p q, (creMat p)ᵀ * (creMat q)ᵀ + (creMat q)ᵀ * (creMat p)ᵀ = 0 := by
    intro p q
    rw [← Matrix.transpose_mul, ← Matrix.transpose_mul, ← Matrix.transpose_add, hcc,
      Matrix.transpose_zero]
  -- matrix relations carry over to the endomorphisms
  have lift : ∀ A B C D R : Matrix (Fin 4) (Fin 4) ℂ, A * B + C * D = R →
      Matrix.toLinAlgEquiv' A * Matrix.toLinAlgEquiv' B
        + Matrix.toLinAlgEquiv' C * Matrix.toLinAlgEquiv' D = Matrix.toLinAlgEquiv' R := by
    intro A B C D R h
    rw [← h, map_add, map_mul, map_mul]
  refine ⟨⟨fun p q => ?_, fun p q => ?_, fun p q => ?_⟩, fun p => ?_, fun h0 => ?_⟩
  · exact (lift _ _ _ _ _ (haa p q)).trans (map_zero _)
  · exact (lift _ _ _ _ _ (hcc p q)).trans (map_zero _)
  · refine (lift _ _ _ _ _ (hac p q)).trans ?_
    split_ifs
    · exact map_one _
    · exact map_zero _
  · rw [Matrix.toLinAlgEquiv'_apply]
    ext i
    simp only [Matrix.mulVec, dotProduct, Matrix.transpose_apply, Fin.sum_univ_four]
    fin_cases p <;> fin_cases i <;> simp [creMat]
  · have h1 := congrFun h0 0
    simp at h1

end

end RemoveFromDeterminant
```

```lean
#print axioms RemoveFromDeterminant.ann_determinant
```

```
'RemoveFromDeterminant.ann_determinant' depends on axioms: [propext, Classical.choice, Quot.sound]
```
